# Residual bounds for a coupled angular momentum state with a simple J² eigenvalue

One way to obtain Clebsch-Gordan coefficients is to diagonalise the J² matrix in the product basis at fixed M and read them off as the components of an eigenvector. The solver returns a unit vector v that satisfies the eigenvalue equation only approximately. The residual can be computed; the distance to the exact coupled state u is what one wants to know. The problems below bound that distance, up to a phase factor in u, when J > 0 and J(J+1) is a simple eigenvalue.

Units have ħ = 1. The letter T stands for the J² matrix, not for a kinetic energy, and J is a number. State vectors belong to a complex inner product space E, and ⟨x,y⟩ is linear in y, as in Dirac notation.

```lean
import Mathlib

open scoped InnerProductSpace ComplexConjugate

namespace ClebschGordanStability

noncomputable section

variable {E : Type*} [NormedAddCommGroup E] [InnerProductSpace ℂ E]
```

The name `casimir` usually denotes an operator; here it is the eigenvalue j(j+1).

```lean
/-- The value `j (j + 1)` of the squared angular momentum for quantum number `j`. -/
def casimir (j : ℝ) : ℝ := j * (j + 1)
```

The residual of a trial vector v is r(v) = Tv − J(J+1)v.

```lean
/-- The residual `T v - J (J + 1) v` of a trial vector `v`. -/
def residual (T : E →ₗ[ℂ] E) (J : ℝ) (v : E) : E := T v - (casimir J : ℂ) • v
```

The structure `IsJSquared T J u` collects the assumptions. T is Hermitian, and each eigenvalue is J'(J'+1) with J' = J + k ≥ 0 and k an integer. The unit vector u has eigenvalue J(J+1), and every solution of the same equation is a multiple of u. This last condition is why E should be a block of fixed M: in the full product space each J > 0 brings 2J+1 states. For two angular momenta, each J occurs at most once in such a block. These properties are assumed for a general T and verified for one example in (h).

```lean
/-- `T` is Hermitian with eigenvalues among `J' (J' + 1)`, where `J' ≥ 0` differs from `J > 0`
by an integer, and `J (J + 1)` is a simple eigenvalue with unit eigenvector `u`. -/
structure IsJSquared (T : E →ₗ[ℂ] E) (J : ℝ) (u : E) : Prop where
  pos : 0 < J
  hermitian : T.IsSymmetric
  spectrum : ∀ (μ : ℝ) (w : E), w ≠ 0 → T w = (μ : ℂ) • w →
    ∃ k : ℤ, 0 ≤ J + k ∧ μ = casimir (J + k)
  norm_u : ‖u‖ = 1
  eigen : T u = (casimir J : ℂ) • u
  simple : ∀ w : E, T w = (casimir J : ℂ) • w → ∃ c : ℂ, w = c • u
```

## (a) Spacing of the allowed J² values

Let k be a nonzero integer with J + k ≥ 0. Show that

|(J+k)(J+k+1) − J(J+1)| ≥ 2J.

For J ≤ 0 the right side is not positive and there is nothing to show. Let J > 0. The difference inside the bars is k(2J+k+1). If k ≥ 1, it is at least 2J + 2. If k = −n with n ≥ 1, its negative is n(2J+1−n), and

n(2J+1−n) − 2J = (n−1)(2J−n) ≥ 0,

because n ≤ J. In Lean the two signs of k are separate cases, and `nlinarith` receives the product (n−1)(2J−n), written in terms of k, as a hint.

```lean
/-- If `J + k` is nonnegative and `k` is a nonzero integer, the values of the squared angular
momentum for `J + k` and `J` differ by at least `2 J`. -/
theorem casimir_gap {J : ℝ} {k : ℤ} (hk : k ≠ 0) (h : 0 ≤ J + k) :
    2 * J ≤ |casimir (J + k) - casimir J| := by
  rcases le_or_gt J 0 with hJ | hJ
  · exact le_trans (by linarith) (abs_nonneg _)
  unfold casimir
  rw [le_abs]
  rcases lt_or_gt_of_ne hk with hneg | hpos
  · have h1 : (k : ℝ) ≤ -1 := by exact_mod_cast (by omega : k ≤ -1)
    right
    nlinarith [mul_nonneg (by linarith : (0 : ℝ) ≤ -1 - k) (by linarith : (0 : ℝ) ≤ 2 * J + k)]
  · have h1 : (1 : ℝ) ≤ k := by exact_mod_cast (by omega : 1 ≤ k)
    left
    nlinarith [mul_nonneg (by linarith : (0 : ℝ) ≤ k - 1) hJ.le, mul_self_nonneg (k : ℝ)]
```

## (b) Residuals of vectors orthogonal to u

Let E be finite-dimensional and ⟨u,w⟩ = 0. Show that

‖r(w)‖ ≥ 2J‖w‖.

Take an orthonormal eigenbasis bᵢ with Tbᵢ = μᵢbᵢ. Since T is Hermitian,

⟨bᵢ,r(w)⟩ = (μᵢ − J(J+1))⟨bᵢ,w⟩.

If μᵢ = J(J+1), simplicity gives bᵢ = cu for some number c, so ⟨bᵢ,w⟩ = c*⟨u,w⟩ = 0. Otherwise (a) gives |μᵢ − J(J+1)| ≥ 2J. In both cases

|⟨bᵢ,r(w)⟩|² ≥ (2J)²|⟨bᵢ,w⟩|².

Summing over i gives ‖r(w)‖² ≥ (2J)²‖w‖², and both sides have nonnegative roots. In Lean, `hcoef` is the formula for ⟨bᵢ,r(w)⟩, `hterm` the inequality for each i and `hsq` the summed inequality.

```lean
/-- In finite dimension, if `IsJSquared T J u` holds, the residual of a vector orthogonal to `u` has
norm at least `2 J` times the norm of that vector. -/
theorem residual_ge [FiniteDimensional ℂ E] {T : E →ₗ[ℂ] E} {J : ℝ} {u w : E}
    (h : IsJSquared T J u) (hw : ⟪u, w⟫_ℂ = 0) : 2 * J * ‖w‖ ≤ ‖residual T J w‖ := by
  have hJ := h.pos
  -- expand in an orthonormal eigenbasis
  obtain ⟨b, μ, hb⟩ : ∃ (b : OrthonormalBasis (Fin (Module.finrank ℂ E)) ℂ E)
      (μ : Fin (Module.finrank ℂ E) → ℝ), ∀ i, T (b i) = (μ i : ℂ) • b i :=
    ⟨h.hermitian.eigenvectorBasis rfl, h.hermitian.eigenvalues rfl,
      fun i => h.hermitian.apply_eigenvectorBasis rfl i⟩
  have hcoef : ∀ i, ⟪b i, residual T J w⟫_ℂ = ((μ i - casimir J : ℝ) : ℂ) * ⟪b i, w⟫_ℂ := by
    intro i
    rw [residual, inner_sub_right, inner_smul_right, ← h.hermitian (b i) w, hb,
      inner_smul_left, Complex.conj_ofReal]
    push_cast
    ring
  have hterm : ∀ i, (2 * J) ^ 2 * ‖⟪b i, w⟫_ℂ‖ ^ 2 ≤ ‖⟪b i, residual T J w⟫_ℂ‖ ^ 2 := by
    intro i
    obtain ⟨k, hk0, hk⟩ := h.spectrum (μ i) (b i) (b.orthonormal.ne_zero i) (hb i)
    by_cases hk' : k = 0
    · -- the eigenvector with the target eigenvalue does not occur in `w`
      have hμ : μ i = casimir J := by rw [hk, hk']; simp
      obtain ⟨c, hc⟩ := h.simple (b i) (by rw [← hμ]; exact hb i)
      have h0 : ⟪b i, w⟫_ℂ = 0 := by rw [hc, inner_smul_left, hw, mul_zero]
      rw [hcoef, h0]
      simp
    · have hg := casimir_gap hk' hk0
      rw [← hk] at hg
      rw [hcoef, norm_mul, Complex.norm_real, Real.norm_eq_abs, ← mul_pow]
      gcongr
  have hsq : (2 * J * ‖w‖) ^ 2 ≤ ‖residual T J w‖ ^ 2 := by
    rw [mul_pow, ← b.sum_sq_norm_inner_right w,
      ← b.sum_sq_norm_inner_right (residual T J w), Finset.mul_sum]
    exact Finset.sum_le_sum fun i _ => hterm i
  exact (pow_le_pow_iff_left₀ (by positivity) (norm_nonneg _) two_ne_zero).mp hsq
```

## (c) The component of v outside u

Let u and v be unit vectors and p = v − ⟨u,v⟩u. Show that

⟨u,p⟩ = 0 and ‖p‖² = 1 − |⟨u,v⟩|².

First, ⟨u,p⟩ = ⟨u,v⟩ − ⟨u,v⟩‖u‖² = 0. Then v = ⟨u,v⟩u + p is an orthogonal sum, so 1 = |⟨u,v⟩|² + ‖p‖². Lean obtains the second identity from `norm_add_sq`, whose cross term vanishes by the first.

```lean
/-- For unit vectors `u` and `v`, the part of `v` left after projecting out `u` is orthogonal
to `u` and has squared norm `1 - |⟨u, v⟩|²`. -/
theorem orthogonal_part {u v : E} (hu : ‖u‖ = 1) (hv : ‖v‖ = 1) :
    ⟪u, v - ⟪u, v⟫_ℂ • u⟫_ℂ = 0 ∧ ‖v - ⟪u, v⟫_ℂ • u‖ ^ 2 = 1 - ‖⟪u, v⟫_ℂ‖ ^ 2 := by
  have ho : ⟪u, v - ⟪u, v⟫_ℂ • u⟫_ℂ = 0 := by
    rw [inner_sub_right, inner_smul_right, inner_self_eq_norm_sq_to_K, hu]
    simp
  refine ⟨ho, ?_⟩
  have h := norm_add_sq (𝕜 := ℂ) (⟪u, v⟫_ℂ • u) (v - ⟪u, v⟫_ℂ • u)
  rw [add_sub_cancel, inner_smul_left, ho, norm_smul, hu, hv] at h
  simp only [mul_zero, map_zero, mul_one, one_pow, add_zero] at h
  linarith
```

## (d) From residual to infidelity

Let E be finite-dimensional, ‖v‖ = 1 and ‖r(v)‖ ≤ ε. Show that

1 − |⟨u,v⟩|² ≤ (ε/(2J))².

With p from (c), r(p) = r(v) − ⟨u,v⟩r(u) = r(v), because r(u) = 0. Part (b) gives 2J‖p‖ ≤ ‖r(v)‖ ≤ ε. Divide by 2J, square, and insert ‖p‖² from (c). The equality of residuals is `hres`, and the bound on ‖p‖ is `hle`.

The left side is the infidelity, the probability that v is not found in the state u. The bound is informative when ε < 2J. Here ε must bound the true residual; getting from a floating-point residual to such an ε takes a separate estimate of rounding errors. In electronic structure the bound applies to spin eigenfunctions in a finite spin space at fixed M, provided that the target total spin is positive and occurs only once there.

```lean
/-- In finite dimension, if `IsJSquared T J u` holds, a unit vector `v` whose residual has norm at
most `ε` satisfies `1 - |⟨u, v⟩|² ≤ (ε / (2 J))²`. -/
theorem infidelity_le [FiniteDimensional ℂ E] {T : E →ₗ[ℂ] E} {J ε : ℝ} {u v : E}
    (h : IsJSquared T J u) (hv : ‖v‖ = 1) (hr : ‖residual T J v‖ ≤ ε) :
    1 - ‖⟪u, v⟫_ℂ‖ ^ 2 ≤ (ε / (2 * J)) ^ 2 := by
  have hJ := h.pos
  obtain ⟨ho, hn⟩ := orthogonal_part h.norm_u hv
  -- projecting out `u` does not change the residual
  have hres : residual T J (v - ⟪u, v⟫_ℂ • u) = residual T J v := by
    simp only [residual, map_sub, map_smul, h.eigen]
    module
  have hb := residual_ge h ho
  rw [hres] at hb
  have hle : ‖v - ⟪u, v⟫_ℂ • u‖ ≤ ε / (2 * J) := by
    rw [le_div_iff₀ (by positivity)]
    linarith
  rw [← hn]
  exact pow_le_pow_left₀ (norm_nonneg _) hle 2
```

## (e) Exact eigenvectors of a perturbed matrix

Let E be finite-dimensional and ‖v‖ = 1. Suppose that (T+D)v = J(J+1)v, where D is linear with operator norm ‖D‖ ≤ ε. Show that again

1 − |⟨u,v⟩|² ≤ (ε/(2J))².

The equation gives r(v) = −Dv, so ‖r(v)‖ ≤ ‖D‖‖v‖ ≤ ε, and (d) applies. D need not be Hermitian. The backward error of a single computed eigenpair can be written in this form, except that here the eigenvalue is J(J+1) exactly. If the solver returns λ instead, the shift λ − J(J+1) times the identity is subtracted from D, and ε has to bound the norm of the result.

```lean
/-- In finite dimension, if `IsJSquared T J u` holds and a unit vector `v` is an exact eigenvector
of a perturbed operator `T + D` with eigenvalue `J (J + 1)` and `‖D‖ ≤ ε`, then
`1 - |⟨u, v⟩|² ≤ (ε / (2 J))²`. -/
theorem infidelity_le_of_backward_error [FiniteDimensional ℂ E] {T : E →ₗ[ℂ] E} {J ε : ℝ}
    {u v : E} (h : IsJSquared T J u) (hv : ‖v‖ = 1) (D : E →L[ℂ] E) (hD : ‖D‖ ≤ ε)
    (hTD : T v + D v = (casimir J : ℂ) • v) :
    1 - ‖⟪u, v⟫_ℂ‖ ^ 2 ≤ (ε / (2 * J)) ^ 2 := by
  apply infidelity_le h hv
  have hres : residual T J v = -D v := by
    rw [residual, ← hTD]
    abel
  have hle := D.le_opNorm v
  rw [hv, mul_one] at hle
  rw [hres, norm_neg]
  exact hle.trans hD
```

## (f) Error of the individual coefficients

Under the assumptions of (d), show that there is a number c with |c| = 1 such that, for every unit vector e,

|⟨e,v⟩ − c⟨e,u⟩| ≤ √2 ε/(2J).

Put x = |⟨u,v⟩| and choose c = ⟨u,v⟩/x, or c = 1 if x = 0. Then

‖v − cu‖² = 2 − 2x ≤ 2(1 − x²) ≤ 2(ε/(2J))²,

where the first inequality uses 0 ≤ x ≤ 1 and the second is (d). Take the root and apply the Cauchy-Schwarz inequality to ⟨e, v − cu⟩.

With e a product state, ⟨e,u⟩ is a coupling coefficient in the phase convention of u. The same c serves all e, since it is chosen before e in the Lean statement. The code first constructs c and then proves the displayed chain as `hsq`.

```lean
/-- In finite dimension, if `IsJSquared T J u` holds and `v` is a unit vector whose residual has
norm at most `ε`, there is one phase `c` such that, for every unit vector `e`, the coefficient
`⟨e, v⟩` lies within `√2 ε / (2 J)` of `c ⟨e, u⟩`. -/
theorem coefficient_error_le [FiniteDimensional ℂ E] {T : E →ₗ[ℂ] E} {J ε : ℝ} {u v : E}
    (h : IsJSquared T J u) (hv : ‖v‖ = 1) (hr : ‖residual T J v‖ ≤ ε) :
    ∃ c : ℂ, ‖c‖ = 1 ∧ ∀ e : E, ‖e‖ = 1 →
      ‖⟪e, v⟫_ℂ - c * ⟪e, u⟫_ℂ‖ ≤ √2 * (ε / (2 * J)) := by
  have hJ := h.pos
  have hε : 0 ≤ ε := (norm_nonneg _).trans hr
  -- the phase of the overlap
  obtain ⟨c, hc1, hc⟩ : ∃ c : ℂ, ‖c‖ = 1 ∧ c * conj ⟪u, v⟫_ℂ = ((‖⟪u, v⟫_ℂ‖ : ℝ) : ℂ) := by
    by_cases hx : ⟪u, v⟫_ℂ = 0
    · exact ⟨1, by simp, by simp [hx]⟩
    · have hn : ‖⟪u, v⟫_ℂ‖ ≠ 0 := norm_ne_zero_iff.mpr hx
      have hnc : ((‖⟪u, v⟫_ℂ‖ : ℝ) : ℂ) ≠ 0 := Complex.ofReal_ne_zero.mpr hn
      refine ⟨⟪u, v⟫_ℂ / ((‖⟪u, v⟫_ℂ‖ : ℝ) : ℂ), ?_, ?_⟩
      · rw [norm_div, Complex.norm_real, norm_norm, div_self hn]
      · rw [div_mul_eq_mul_div, Complex.mul_conj, Complex.normSq_eq_norm_sq,
          div_eq_iff hnc, Complex.ofReal_pow, sq]
  refine ⟨c, hc1, fun e he => ?_⟩
  have hre : RCLike.re ((‖⟪u, v⟫_ℂ‖ : ℝ) : ℂ) = ‖⟪u, v⟫_ℂ‖ := Complex.ofReal_re _
  have hd := norm_sub_sq (𝕜 := ℂ) v (c • u)
  rw [inner_smul_right, ← inner_conj_symm v u, hc, hre, norm_smul, hc1, h.norm_u, hv] at hd
  have hx1 := norm_inner_le_norm (𝕜 := ℂ) u v
  rw [h.norm_u, hv, mul_one] at hx1
  have hsq : ‖v - c • u‖ ^ 2 ≤ (√2 * (ε / (2 * J))) ^ 2 := by
    rw [mul_pow, Real.sq_sqrt (by norm_num)]
    nlinarith [infidelity_le h hv hr, mul_nonneg (norm_nonneg ⟪u, v⟫_ℂ) (sub_nonneg.mpr hx1)]
  have hle := (pow_le_pow_iff_left₀ (norm_nonneg _) (by positivity) two_ne_zero).mp hsq
  have hin := norm_inner_le_norm (𝕜 := ℂ) e (v - c • u)
  rw [inner_sub_right, inner_smul_right, he, one_mul] at hin
  exact hin.trans hle
```

## (g) A superposition with the level J − 1

Let w be a unit vector with Tw = (J−1)Jw, and let v = cu + sw with |c|² + |s|² = 1. Show that ‖v‖ = 1 and

1 − |⟨u,v⟩|² = (‖r(v)‖/(2J))².

Hermiticity gives J(J+1)⟨u,w⟩ = (J−1)J⟨u,w⟩, hence 2J⟨u,w⟩ = 0 and ⟨u,w⟩ = 0. So ‖v‖² = |c|² + |s|² = 1 and ⟨u,v⟩ = c. Moreover,

r(v) = s((J−1)J − J(J+1))w = −2Js w,

so ‖r(v)‖ = 2J|s|. Both sides of the claim equal |s|². When the level J − 1 is present, the constant 2J in (d) therefore can't be enlarged. In Lean, `ho` is the orthogonality, `hov` the overlap and `hnr` the norm of the residual.

```lean
/-- Let `IsJSquared T J u` hold and let `w` be a unit eigenvector of `T` with eigenvalue
`(J - 1) J`. If `|c|² + |s|² = 1`, then `v = c u + s w` is a unit vector and `1 - |⟨u, v⟩|²` equals
the square of the norm of its residual divided by `2 J`. -/
theorem infidelity_sharp {T : E →ₗ[ℂ] E} {J : ℝ} {u w : E} (h : IsJSquared T J u)
    (hw : ‖w‖ = 1) (hTw : T w = (casimir (J - 1) : ℂ) • w) {c s : ℂ}
    (hcs : ‖c‖ ^ 2 + ‖s‖ ^ 2 = 1) :
    ‖c • u + s • w‖ = 1 ∧
      1 - ‖⟪u, c • u + s • w⟫_ℂ‖ ^ 2 = (‖residual T J (c • u + s • w)‖ / (2 * J)) ^ 2 := by
  have hJ := h.pos
  -- eigenvectors with different eigenvalues are orthogonal
  have ho : ⟪u, w⟫_ℂ = 0 := by
    have h1 := h.hermitian u w
    rw [h.eigen, hTw, inner_smul_left, inner_smul_right, Complex.conj_ofReal] at h1
    have h2 : (2 * (J : ℂ)) * ⟪u, w⟫_ℂ = 0 := by
      simp only [casimir] at h1
      push_cast at h1
      linear_combination h1
    exact (mul_eq_zero.mp h2).resolve_left
      (mul_ne_zero two_ne_zero (Complex.ofReal_ne_zero.mpr hJ.ne'))
  have hov : ⟪u, c • u + s • w⟫_ℂ = c := by
    rw [inner_add_right, inner_smul_right, inner_smul_right, ho,
      inner_self_eq_norm_sq_to_K, h.norm_u]
    simp
  have hres : residual T J (c • u + s • w) = (-(2 * (J : ℂ)) * s) • w := by
    simp only [residual, map_add, map_smul, h.eigen, hTw, casimir]
    push_cast
    module
  have hnr : ‖residual T J (c • u + s • w)‖ = 2 * J * ‖s‖ := by
    rw [hres, norm_smul, hw, norm_mul, norm_neg, norm_mul, Complex.norm_real,
      Real.norm_of_nonneg hJ.le]
    simp
  constructor
  · have hn := norm_add_sq (𝕜 := ℂ) (c • u) (s • w)
    rw [inner_smul_left, inner_smul_right, ho, norm_smul, norm_smul, h.norm_u, hw] at hn
    simp only [mul_zero, map_zero, mul_one, add_zero] at hn
    exact (sq_eq_sq₀ (norm_nonneg _) zero_le_one).mp (by rw [hn, hcs, one_pow])
  · rw [hov, hnr, mul_div_cancel_left₀ _ (by positivity : 2 * J ≠ 0)]
    linarith
```

## (h) Two spins one-half at M = 0

In the basis ↑↓, ↓↑ the squared total spin is the 2×2 matrix with all entries 1:

T(w₀,w₁) = (w₀+w₁, w₀+w₁).

```lean
/-- The squared total spin of two spins one-half at `M = 0`, in the basis up-down, down-up:
the matrix with all four entries equal to one. -/
def twoSpinJSq : EuclideanSpace ℂ (Fin 2) →ₗ[ℂ] EuclideanSpace ℂ (Fin 2) where
  toFun w := !₂[w 0 + w 1, w 0 + w 1]
  map_add' x y := by
    ext i
    fin_cases i <;> simp <;> ring
  map_smul' c x := by
    ext i
    fin_cases i <;> simp <;> ring
```

Show that T satisfies all the assumptions with J = 1 and

u = (1/√2, 1/√2), Tu = 2u.

The matrix is real and symmetric, and u has norm 1. If Tw = μw with w ≠ 0, then w₀ + w₁ = μw₀ = μw₁. Either μ = 0, which is J' = 0 and k = −1, or w₀ = w₁ ≠ 0 and μ = 2, which is J' = 1 and k = 0. For μ = 2 every solution is w = √2 w₀u, so the eigenvalue is simple. The values μ = 0 and μ = 2 are the singlet and triplet levels, and the components of u are the triplet's Clebsch-Gordan coefficients. The code checks the fields of `IsJSquared` in order, using `hcoord` to split the eigenvalue equation into components.

```lean
/-- The two-spin operator satisfies `IsJSquared` with `J = 1` and the eigenvector whose two
coefficients are `1 / √2`. -/
theorem isJSquared_witness :
    IsJSquared twoSpinJSq 1 !₂[(((√2)⁻¹ : ℝ) : ℂ), (((√2)⁻¹ : ℝ) : ℂ)] := by
  have hcas : ((casimir 1 : ℝ) : ℂ) = 2 := by norm_num [casimir]
  have hcoord : ∀ (a : ℂ) (w : EuclideanSpace ℂ (Fin 2)), twoSpinJSq w = a • w →
      w 0 + w 1 = a * w 0 ∧ w 0 + w 1 = a * w 1 := fun a w hw =>
    ⟨congrArg (fun z : EuclideanSpace ℂ (Fin 2) => z 0) hw,
      congrArg (fun z : EuclideanSpace ℂ (Fin 2) => z 1) hw⟩
  refine ⟨one_pos, ?_, ?_, ?_, ?_, ?_⟩
  · intro x y
    simp [twoSpinJSq, PiLp.inner_apply, Fin.sum_univ_two]
    ring
  · intro μ w hne hw
    obtain ⟨h0, h1⟩ := hcoord _ w hw
    by_cases hμ : μ = 0
    · exact ⟨-1, by norm_num, by rw [hμ]; norm_num [casimir]⟩
    · have he : w 0 = w 1 :=
        mul_left_cancel₀ (Complex.ofReal_ne_zero.mpr hμ) (h0.symm.trans h1)
      have hw0 : w 0 ≠ 0 := by
        intro hz
        apply hne
        ext i
        fin_cases i
        · exact hz
        · exact he.symm.trans hz
      have h2 : (μ : ℂ) = 2 := mul_right_cancel₀ hw0 (by linear_combination -h0 - he)
      have h3 : μ = 2 := by exact_mod_cast h2
      exact ⟨0, by norm_num, by rw [h3]; norm_num [casimir]⟩
  · have hs : ‖(((√2)⁻¹ : ℝ) : ℂ)‖ ^ 2 = 1 / 2 := by
      rw [Complex.norm_real, Real.norm_eq_abs, sq_abs, inv_pow, Real.sq_sqrt (by norm_num)]
      norm_num
    rw [EuclideanSpace.norm_eq, Fin.sum_univ_two]
    change √(‖(((√2)⁻¹ : ℝ) : ℂ)‖ ^ 2 + ‖(((√2)⁻¹ : ℝ) : ℂ)‖ ^ 2) = 1
    rw [hs]
    norm_num
  · rw [hcas]
    ext i
    fin_cases i <;> simp [twoSpinJSq] <;> ring
  · intro w hw
    obtain ⟨h0, -⟩ := hcoord _ w hw
    rw [hcas] at h0
    have hs : ((√2 : ℝ) : ℂ) * (((√2)⁻¹ : ℝ) : ℂ) = 1 := by
      rw [← Complex.ofReal_mul, mul_inv_cancel₀ (by positivity), Complex.ofReal_one]
    refine ⟨((√2 : ℝ) : ℂ) * w 0, ?_⟩
    ext i
    fin_cases i
    · change w 0 = ((√2 : ℝ) : ℂ) * w 0 * (((√2)⁻¹ : ℝ) : ℂ)
      linear_combination -w 0 * hs
    · change w 1 = ((√2 : ℝ) : ℂ) * w 0 * (((√2)⁻¹ : ℝ) : ℂ)
      linear_combination h0 - w 0 * hs

end

end ClebschGordanStability
```

```lean
#print axioms ClebschGordanStability.residual_ge
-- 'ClebschGordanStability.residual_ge' depends on axioms: [propext, Classical.choice, Quot.sound]
#print axioms ClebschGordanStability.infidelity_le_of_backward_error
-- 'ClebschGordanStability.infidelity_le_of_backward_error' depends on axioms: [propext, Classical.choice, Quot.sound]
#print axioms ClebschGordanStability.coefficient_error_le
-- 'ClebschGordanStability.coefficient_error_le' depends on axioms: [propext, Classical.choice, Quot.sound]
#print axioms ClebschGordanStability.infidelity_sharp
-- 'ClebschGordanStability.infidelity_sharp' depends on axioms: [propext, Classical.choice, Quot.sound]
```
